# A finite-dimensional subsystem in a pure state is uncorrelated with its partner

Q: Systems A and B share a state $\rho$, possibly mixed, and the reduced state of A is pure. You say that A and B are then uncorrelated. What are your definitions?

A: A has basis labels in a finite set `m`, B in a finite set `n`, and $\rho_{(i,j),(k,l)}=\langle ij|\rho|kl\rangle$ is a complex matrix indexed by pairs. Uncorrelated means that $\rho$ is the product of its two reduced states, $\rho=\mathrm{Tr}_B\rho\otimes\mathrm{Tr}_A\rho$.

```lean
import Mathlib

open Matrix
open scoped Kronecker ComplexOrder

namespace PureMarginal

noncomputable section

variable {m n : Type*} [Fintype m] [Fintype n]
```

The names of the partial traces say which factor is summed away: `traceRight` is $\mathrm{Tr}_B$ and leaves the state of A.

```lean
/-- The partial trace over the second subsystem, `Tr_B ρ`. -/
def traceRight (ρ : Matrix (m × n) (m × n) ℂ) : Matrix m m ℂ :=
  fun i k => ∑ j, ρ (i, j) (k, j)

/-- The partial trace over the first subsystem, `Tr_A ρ`. -/
def traceLeft (ρ : Matrix (m × n) (m × n) ℂ) : Matrix n n ℂ :=
  fun j l => ∑ i, ρ (i, j) (i, l)
```

Q: Does `pureState` guarantee a normalised state?

A: No. It is $vv^*$ for any $v$; normalisation is the separate hypothesis `star v ⬝ᵥ v = 1`. Product vectors $w\otimes u$ and a family of two-bit states for later complete the list.

```lean
/-- The matrix `v v*` built from a state vector `v`. -/
def pureState (v : m → ℂ) : Matrix m m ℂ := vecMulVec v (star v)

/-- The product vector `w ⊗ u`. -/
def prodVec (w : m → ℂ) (u : n → ℂ) : m × n → ℂ := fun x => w x.1 * u x.2

/-- Two classical bits that always agree: both are 0 with weight `p`, both are 1 with
weight `1 - p`. -/
def correlatedBits (p : ℝ) : Matrix (Fin 2 × Fin 2) (Fin 2 × Fin 2) ℂ :=
  diagonal fun x => if x = (0, 0) then (p : ℂ) else if x = (1, 1) then 1 - (p : ℂ) else 0
```

Q: How does information about A alone constrain the whole of $\rho$?

A: Through expectations. Let $e_j$ be the basis vectors of B. For any $w$ in A's space,
$$\sum_j (w\otimes e_j)^*\rho\,(w\otimes e_j)=\sum_{i,k}\bar w_i\Big(\sum_j\rho_{(i,j),(k,j)}\Big)w_k=w^*(\mathrm{Tr}_B\rho)\,w .$$
The first lemma computes the components of $\rho(w\otimes e_l)$, and the second rearranges the sums as above.

```lean
variable [DecidableEq n]

/-- The components of `ρ (w ⊗ e_l)`, where `e_l` is a basis vector of the second subsystem. -/
theorem mulVec_prodVec_single (ρ : Matrix (m × n) (m × n) ℂ) (w : m → ℂ) (l : n)
    (x : m × n) :
    (ρ *ᵥ prodVec w (Pi.single l 1)) x = ∑ i, ρ x (i, l) * w i := by
  simp only [mulVec, dotProduct, Fintype.sum_prod_type, prodVec]
  refine Finset.sum_congr rfl fun i _ => ?_
  rw [Finset.sum_eq_single l]
  · simp
  · intro b _ hb
    simp [Pi.single_eq_of_ne hb]
  · simp

/-- The expectation of `Tr_B ρ` in `w` is the sum of the expectations of `ρ` in the product
vectors `w ⊗ e_j`, with `e_j` running over the basis of the second subsystem. -/
theorem sum_expectation (ρ : Matrix (m × n) (m × n) ℂ) (w : m → ℂ) :
    ∑ j, star (prodVec w (Pi.single j 1)) ⬝ᵥ (ρ *ᵥ prodVec w (Pi.single j 1)) =
      star w ⬝ᵥ (traceRight ρ *ᵥ w) := by
  have hs : ∀ (j : n) (y : m × n → ℂ),
      star (prodVec w (Pi.single j 1)) ⬝ᵥ y = ∑ i, star (w i) * y (i, j) := by
    intro j y
    simp only [dotProduct, Fintype.sum_prod_type, Pi.star_apply, prodVec]
    refine Finset.sum_congr rfl fun i _ => ?_
    rw [Finset.sum_eq_single j]
    · simp
    · intro b _ hb
      simp [Pi.single_eq_of_ne hb]
    · simp
  simp only [hs, mulVec_prodVec_single]
  simp only [dotProduct, mulVec, traceRight, Pi.star_apply, Finset.mul_sum, Finset.sum_mul]
  rw [Finset.sum_comm]
  refine Finset.sum_congr rfl fun i _ => ?_
  rw [Finset.sum_comm]
```

Q: A vanishing sum says little about its terms.

A: It does here, because $\rho$ is positive semidefinite. If $(\mathrm{Tr}_B\rho)w=0$, the nonnegative terms add to zero, so each is zero. Then $\rho(w\otimes e_j)=0$ for every $j$, and by linearity $\rho(w\otimes u)=0$ for every $u$.

Q: You went from a zero expectation to a zero vector.

A: That is Mathlib's `dotProduct_mulVec_zero_iff`: for positive semidefinite $\rho$, $x^*\rho x=0$ exactly when $\rho x=0$. By hand, write $\rho=C^*C$; then $x^*\rho x=\|Cx\|^2$, so $Cx=0$ and $\rho x=C^*Cx=0$. The inequality `0 ≤ z` for complex `z` means real and nonnegative, which lets the sum argument run directly in $\mathbb C$.

```lean
/-- If the marginal `Tr_B ρ` of a positive semidefinite `ρ` annihilates `w`, then `ρ`
annihilates every product vector `w ⊗ u`. -/
theorem mulVec_prodVec_eq_zero {ρ : Matrix (m × n) (m × n) ℂ} (hpos : ρ.PosSemidef)
    {w : m → ℂ} (hw : traceRight ρ *ᵥ w = 0) (u : n → ℂ) : ρ *ᵥ prodVec w u = 0 := by
  have hsum := sum_expectation ρ w
  rw [hw, dotProduct_zero] at hsum
  -- a vanishing sum of nonnegative expectations vanishes term by term
  have hterm := (Finset.sum_eq_zero_iff_of_nonneg
    (fun j _ => hpos.dotProduct_mulVec_nonneg (prodVec w (Pi.single j 1)))).1 hsum
  have hbasis : ∀ j x, ∑ i, ρ x (i, j) * w i = 0 := by
    intro j x
    rw [← mulVec_prodVec_single,
      (hpos.dotProduct_mulVec_zero_iff _).1 (hterm j (Finset.mem_univ j))]
    rfl
  funext x
  simp only [mulVec, dotProduct, Fintype.sum_prod_type, prodVec, Pi.zero_apply]
  rw [Finset.sum_comm]
  refine Finset.sum_eq_zero fun j _ => ?_
  simp only [← mul_assoc]
  rw [← Finset.sum_mul, hbasis, zero_mul]
```

Q: Where does purity enter?

A: It makes the marginal annihilate every vector orthogonal to $v$. Let $e_k$ now be a basis vector of A and take $w=e_k-\bar v_k v$. Since $v^*v=1$, we get $v^*w=\bar v_k-\bar v_k=0$, hence $(\mathrm{Tr}_B\rho)w=vv^*w=0$. The previous step gives $\rho(e_k\otimes e_l)=\bar v_k\,\rho(v\otimes e_l)$, or
$$\rho_{x,(k,l)}=\sum_i\rho_{x,(i,l)}\,v_i\bar v_k ,$$
which is $\rho\,(vv^*\otimes 1)=\rho$ in components.

```lean
variable [DecidableEq m]

/-- If a positive semidefinite `ρ` has the marginal `v v*` with `v` a unit vector, then
`ρ (v v* ⊗ 1) = ρ`, written in components. -/
theorem apply_eq_of_pure_marginal {ρ : Matrix (m × n) (m × n) ℂ} (hpos : ρ.PosSemidef)
    {v : m → ℂ} (hv : star v ⬝ᵥ v = 1) (hρ : traceRight ρ = pureState v)
    (x : m × n) (k : m) (l : n) :
    ρ x (k, l) = ∑ i, ρ x (i, l) * (v i * star (v k)) := by
  -- the part of the basis vector `e_k` orthogonal to `v`
  have hd : star v ⬝ᵥ (Pi.single k 1 - star (v k) • v) = 0 := by
    rw [dotProduct_sub, dotProduct_smul, hv]
    simp
  have hP : ∀ w : m → ℂ, ∀ i, (pureState v *ᵥ w) i = v i * (star v ⬝ᵥ w) := by
    intro w i
    simp only [pureState, mulVec, dotProduct, vecMulVec_apply, Finset.mul_sum, mul_assoc]
  have hw : traceRight ρ *ᵥ (Pi.single k 1 - star (v k) • v) = 0 := by
    funext i
    rw [hρ, hP, hd, mul_zero]
    rfl
  have h := congrFun (mulVec_prodVec_eq_zero hpos hw (Pi.single l 1)) x
  rw [mulVec_prodVec_single] at h
  have h2 : ∑ i, ρ x (i, l) * (Pi.single k 1 - star (v k) • v : m → ℂ) i =
      ρ x (k, l) - ∑ i, ρ x (i, l) * (v i * star (v k)) := by
    simp only [Pi.sub_apply, Pi.smul_apply, smul_eq_mul, mul_sub, Finset.sum_sub_distrib]
    congr 1
    · simp [Pi.single_apply]
    · exact Finset.sum_congr rfl fun i _ => by ring
  rw [h2] at h
  exact sub_eq_zero.1 h
```

Q: That fixes one side of $\rho$ only.

A: Hermiticity fixes the other: $\rho_{(i,j),y}=\sum_a v_i\bar v_a\,\rho_{(a,j),y}$, which is `hB` in the proof below. Inserting one relation into the other,
$$\rho_{(i,j),(k,l)}=v_i\bar v_k\,\sigma_{jl},\qquad \sigma_{jl}=\sum_{a,b}\bar v_a\,\rho_{(a,j),(b,l)}\,v_b .$$
Summing over $i=k$ gives $\mathrm{Tr}_A\rho=\sigma$, because $\sum_i|v_i|^2=1$.

```lean
/-- A pure marginal excludes correlations: if `ρ` is positive semidefinite and
`Tr_B ρ = v v*` for a unit vector `v`, then `ρ = v v* ⊗ Tr_A ρ`. -/
theorem eq_kronecker_of_pure_marginal {ρ : Matrix (m × n) (m × n) ℂ}
    (hpos : ρ.PosSemidef) {v : m → ℂ} (hv : star v ⬝ᵥ v = 1)
    (hρ : traceRight ρ = pureState v) : ρ = pureState v ⊗ₖ traceLeft ρ := by
  have hA := apply_eq_of_pure_marginal hpos hv hρ
  have hH := hpos.isHermitian
  -- the same relation from the left, by Hermiticity
  have hB : ∀ i j y, ρ (i, j) y = ∑ a, v i * star (v a) * ρ (a, j) y := by
    intro i j y
    rw [← hH.apply (i, j) y, hA y i j, star_sum]
    refine Finset.sum_congr rfl fun a _ => ?_
    rw [← hH.apply (a, j) y]
    simp only [star_mul', star_star]
    ring
  obtain ⟨σ, hσ⟩ : ∃ σ : Matrix n n ℂ, ∀ i j k l,
      ρ (i, j) (k, l) = v i * star (v k) * σ j l := by
    refine ⟨fun j l => ∑ a, ∑ b, star (v a) * ρ (a, j) (b, l) * v b, fun i j k l => ?_⟩
    calc ρ (i, j) (k, l) = ∑ a, v i * star (v a) * ρ (a, j) (k, l) := hB i j (k, l)
      _ = ∑ a, v i * star (v a) * ∑ b, ρ (a, j) (b, l) * (v b * star (v k)) :=
          Finset.sum_congr rfl fun a _ => by rw [← hA (a, j) k l]
      _ = _ := by
          simp only [Finset.mul_sum]
          exact Finset.sum_congr rfl fun a _ => Finset.sum_congr rfl fun b _ => by ring
  -- tracing out the first subsystem identifies the second factor
  have hn : ∑ i, v i * star (v i) = 1 := by
    rw [← hv]
    exact Finset.sum_congr rfl fun i _ => mul_comm _ _
  have hL : traceLeft ρ = σ := by
    ext j l
    simp only [traceLeft, hσ, ← Finset.sum_mul]
    rw [hn, one_mul]
  ext ⟨i, j⟩ ⟨k, l⟩
  rw [hL, hσ]
  rfl
```

In words: if $\rho$ is positive semidefinite and $\mathrm{Tr}_B\rho=vv^*$ with $v$ a unit vector, then $\rho=vv^*\otimes\mathrm{Tr}_A\rho$.

Q: You never assumed $\mathrm{Tr}\,\rho=1$.

A: It follows: $\mathrm{Tr}\,\rho=\mathrm{Tr}(vv^*)=1$.

Q: Is positivity really needed, or would a Hermitian matrix of trace one do?

A: It would not. In the order $00,01,10,11$, take $\rho=\mathrm{diag}(1,0,1,-1)$. Its marginals are $\mathrm{Tr}_B\rho=\mathrm{diag}(1,0)$, which is pure, and $\mathrm{Tr}_A\rho=\mathrm{diag}(2,-1)$. Their product is $\mathrm{diag}(2,-1,0,0)\neq\rho$.

Q: And the converse?

A: Let $A$ now stand for any matrix on the first system. The product $A\otimes\sigma$ with $\mathrm{Tr}\,\sigma=1$ has marginal $A$, by pulling $A_{ik}$ out of the sum. For $A=vv^*$ with $v$ a unit vector, this marginal is pure.

```lean
omit [Fintype m] [DecidableEq m] [DecidableEq n] in
/-- Conversely, a product `A ⊗ σ` with `Tr σ = 1` has the marginal `A`. -/
theorem traceRight_kronecker (A : Matrix m m ℂ) {σ : Matrix n n ℂ} (hσ : σ.trace = 1) :
    traceRight (A ⊗ₖ σ) = A := by
  ext i k
  have h : ∑ j, σ j j = 1 := hσ
  simp only [traceRight, kroneckerMap_apply, ← Finset.mul_sum]
  rw [h, mul_one]
```

Q: An experimenter sees correlations as expectation values.

A: The expectation of $A\otimes B$ factorises too, for every matrix $A$ acting on the first system and every matrix $B$ acting on the second, Hermitian or not. The proof substitutes the product form and uses that both factors have trace one.

```lean
/-- If a positive semidefinite `ρ` has the marginal `v v*` with `v` a unit vector, the
expectation of `A ⊗ B` is the product of the two local expectations. -/
theorem expectation_factorizes {ρ : Matrix (m × n) (m × n) ℂ} (hpos : ρ.PosSemidef)
    {v : m → ℂ} (hv : star v ⬝ᵥ v = 1) (hρ : traceRight ρ = pureState v)
    (A : Matrix m m ℂ) (B : Matrix n n ℂ) :
    (ρ * (A ⊗ₖ B)).trace = (ρ * (A ⊗ₖ 1)).trace * (ρ * (1 ⊗ₖ B)).trace := by
  have hP : (pureState v).trace = 1 := by
    rw [← hv]
    exact Finset.sum_congr rfl fun i _ => mul_comm _ _
  have hL : (traceLeft ρ).trace = 1 := by
    rw [← hP, ← hρ]
    exact Finset.sum_comm
  have h := eq_kronecker_of_pure_marginal hpos hv hρ
  generalize traceLeft ρ = σ at h hL
  rw [h]
  simp only [← mul_kronecker_mul, trace_kronecker, mul_one, one_mul, hL, hP]
```

Q: Would an almost pure marginal be enough?

A: Not for an exact product. Two bits that always agree, both 0 with probability $p$, have marginal $\mathrm{diag}(p,1-p)$, as close to pure as you like when $p\to1$. Yet the outcome $01$ has probability zero, while the product of the marginals gives it $p(1-p)>0$. The last proof compares exactly this entry. How close to a product such states must be is a separate question.

```lean
/-- For every `0 < p < 1` the correlated bits form a density matrix with marginal
`diag(p, 1 - p)` that is not the product of its marginals. -/
theorem correlatedBits_not_product {p : ℝ} (hp : 0 < p) (hp1 : p < 1) :
    (correlatedBits p).PosSemidef ∧ (correlatedBits p).trace = 1 ∧
      traceRight (correlatedBits p) = diagonal ![(p : ℂ), 1 - (p : ℂ)] ∧
      correlatedBits p ≠
        traceRight (correlatedBits p) ⊗ₖ traceLeft (correlatedBits p) := by
  refine ⟨?_, ?_, ?_, ?_⟩
  · refine Matrix.PosSemidef.diagonal fun x => ?_
    have h0 : (0 : ℂ) ≤ (p : ℂ) := by exact_mod_cast hp.le
    have h1 : (0 : ℂ) ≤ 1 - (p : ℂ) := by exact_mod_cast (sub_pos.2 hp1).le
    show (0 : ℂ) ≤ if x = (0, 0) then (p : ℂ) else if x = (1, 1) then 1 - (p : ℂ) else 0
    split_ifs
    · exact h0
    · exact h1
    · exact le_rfl
  · simp [correlatedBits, Matrix.trace, Fintype.sum_prod_type, Fin.sum_univ_two]
  · ext i k
    fin_cases i <;> fin_cases k <;>
      simp [correlatedBits, traceRight]
  · intro h
    -- the bits never disagree, but in the product state they would
    have h01 := congrFun (congrFun h (0, 1)) (0, 1)
    have e : (p : ℂ) * (1 - (p : ℂ)) = 0 := by
      simpa [correlatedBits, traceRight, traceLeft, kroneckerMap_apply, Fin.sum_univ_two,
        diagonal_apply] using h01.symm
    have e' : p * (1 - p) = 0 := by exact_mod_cast e
    exact (mul_pos hp (sub_pos.2 hp1)).ne' e'

end

end PureMarginal
```

```lean
#print axioms PureMarginal.eq_kronecker_of_pure_marginal
#print axioms PureMarginal.traceRight_kronecker
#print axioms PureMarginal.expectation_factorizes
#print axioms PureMarginal.correlatedBits_not_product
```

```
'PureMarginal.eq_kronecker_of_pure_marginal' depends on axioms: [propext, Classical.choice, Quot.sound]
'PureMarginal.traceRight_kronecker' depends on axioms: [propext, Classical.choice, Quot.sound]
'PureMarginal.expectation_factorizes' depends on axioms: [propext, Classical.choice, Quot.sound]
'PureMarginal.correlatedBits_not_product' depends on axioms: [propext, Classical.choice, Quot.sound]
```

Q: What may I use this for?

A: For two distinguishable systems with finitely many levels, an entangled state can never have a pure marginal, and a spin whose reduced density matrix is exactly pure can be split off from the rest of a simulated register at that instant. The Lean theorems do not cover a partner with infinitely many levels, such as a field mode, unless it is first truncated to finitely many.
